# An axially aligned spin 1 at positive temperature has its line of larger population difference at higher field exactly when D > 0

In a field-swept spectrum with the field along the symmetry axis, the two lines of a spin 1 with a nonzero axial zero-field splitting are recorded at different fields, so their equilibrium populations are taken at different fields too. The field is therefore an argument of every population below, and each line is evaluated at its own resonance.

The levels are $E_m = Bm + Dm^2$ with $m=-1,0,1$. Here $B$ is the Zeeman energy per unit of $m$, called the field for short, and $D$ is the axial zero-field splitting. The field lies along the symmetry axis; other orientations and rhombic splitting are left out.

In Lean 4 with Mathlib:

```lean
import Mathlib

open Real

namespace SpinOneLineAsymmetry

noncomputable section

/-- Energy `B m + D m²` of the spin-1 level `m` (one of -1, 0, 1) in the field `B`, in energy
units, with axial zero-field splitting `D`. -/
def level (B D : ℝ) (m : ℤ) : ℝ := B * m + D * m ^ 2
```

## Thermal equilibrium at each field

With $b = 1/k_BT$, the populations are $p_m = e^{-bE_m}/Z$, where $Z$ sums over the three levels. This assumes that the spins relax fast enough to follow the sweep; without it, the populations at resonance would depend on the sweep's history. The assumption sits in the definitions. `popDiff b B D m n` is $p_m-p_n$ at field $B$, and "stronger" below refers to this difference alone, not to linewidth or saturation.

```lean
/-- Partition function of the three levels at inverse temperature `b`. -/
def partitionFn (b B D : ℝ) : ℝ :=
  exp (-b * level B D (-1)) + exp (-b * level B D 0) + exp (-b * level B D 1)

/-- Boltzmann population of the level `m` (one of -1, 0, 1). -/
def population (b B D : ℝ) (m : ℤ) : ℝ :=
  exp (-b * level B D m) / partitionFn b B D

/-- Population of the level `m` minus that of the level `n`. -/
def popDiff (b B D : ℝ) (m n : ℤ) : ℝ :=
  population b B D m - population b B D n
```

## Resonance with the quantum w

The hypotheses `h₁` and `h₂` say that a level spacing equals the quantum $w$, the photon energy $h\nu$ that is held fixed during the sweep:

$$E_0-E_{-1}=B_1-D=w,\qquad E_1-E_0=B_2+D=w.$$

Hence $B_1=w+D$ and $B_2=w-D$. The next two theorems prove this by linear arithmetic, and the later proofs use them to replace $B_1$ and $B_2$.

```lean
/-- The -1 to 0 transition is resonant with the quantum `w` exactly at the field `w + D`. -/
theorem resonance_minus_zero (B D w : ℝ) :
    level B D 0 - level B D (-1) = w ↔ B = w + D := by
  unfold level
  push_cast
  constructor <;> intro h <;> linarith

/-- The 0 to 1 transition is resonant with the quantum `w` exactly at the field `w - D`. -/
theorem resonance_zero_plus (B D w : ℝ) :
    level B D 1 - level B D 0 = w ↔ B = w - D := by
  unfold level
  push_cast
  constructor <;> intro h <;> linarith
```

Away from resonance, the $-1$ to $0$ transition need not have the larger population difference: at the common field $B=0$ with $b,D>0$, $p_{-1}-p_0$ is negative and $p_0-p_1$ is positive.

At resonance, the energies for $m=-1,0,1$ are $-w,\,0,\,w+2D$ at $B_1$ and $2D-w,\,0,\,w$ at $B_2$. Multiplying the second fraction above and below by $e^{bw}$ gives both differences the same numerator:

$$\Delta_1=p_{-1}-p_0=\frac{e^{bw}-1}{e^{bw}+1+e^{-b(w+2D)}},$$

$$\Delta_2=p_0-p_1=\frac{e^{bw}-1}{e^{bw}+1+e^{2b(w-D)}}.$$

Only the last terms differ. They come from the spectator level, the one that takes no part in the transition.

## No bound on D

The condition $|D|<w$ means that both resonance fields are positive, so that a sweep over positive fields meets both lines. The comparison never uses it.

```lean
/-- Both resonance fields are positive exactly when the quantum exceeds `|D|`. -/
theorem fields_positive_iff {B₁ B₂ D w : ℝ}
    (h₁ : level B₁ D 0 - level B₁ D (-1) = w)
    (h₂ : level B₂ D 1 - level B₂ D 0 = w) :
    (0 < B₁ ∧ 0 < B₂) ↔ |D| < w := by
  rw [resonance_minus_zero] at h₁
  rw [resonance_zero_plus] at h₂
  rw [abs_lt]
  constructor <;> rintro ⟨h, h'⟩ <;> constructor <;> linarith
```

The formulas for $\Delta_1$ and $\Delta_2$ accordingly hold for every real $D$. Their proofs evaluate the three exponentials; the second then cross-multiplies and uses $e^{bw}e^{-bw}=1$.

```lean
/-- Population difference of the -1 to 0 line at its resonance field. The last term of the
denominator comes from the spectator level 1. -/
theorem popDiff_minus_zero (b D w : ℝ) :
    popDiff b (w + D) D (-1) 0 =
      (exp (b * w) - 1) / (exp (b * w) + 1 + exp (-(b * (w + 2 * D)))) := by
  have hm : exp (-b * level (w + D) D (-1)) = exp (b * w) :=
    congrArg exp (by unfold level; push_cast; ring)
  have h0 : exp (-b * level (w + D) D 0) = 1 := by
    rw [show -b * level (w + D) D 0 = 0 by unfold level; push_cast; ring, exp_zero]
  have hp : exp (-b * level (w + D) D 1) = exp (-(b * (w + 2 * D))) :=
    congrArg exp (by unfold level; push_cast; ring)
  unfold popDiff population partitionFn
  rw [hm, h0, hp, ← sub_div]

/-- Population difference of the 0 to 1 line at its resonance field, written with the numerator of
`popDiff_minus_zero`. The last term of the denominator comes from the spectator level -1. -/
theorem popDiff_zero_plus (b D w : ℝ) :
    popDiff b (w - D) D 0 1 =
      (exp (b * w) - 1) / (exp (b * w) + 1 + exp (2 * b * (w - D))) := by
  have hm : exp (-b * level (w - D) D (-1)) =
      exp (2 * b * (w - D)) * exp (-(b * w)) := by
    rw [← exp_add]
    exact congrArg exp (by unfold level; push_cast; ring)
  have h0 : exp (-b * level (w - D) D 0) = 1 := by
    rw [show -b * level (w - D) D 0 = 0 by unfold level; push_cast; ring, exp_zero]
  have hp : exp (-b * level (w - D) D 1) = exp (-(b * w)) :=
    congrArg exp (by unfold level; push_cast; ring)
  have h : exp (b * w) * exp (-(b * w)) = 1 := by
    rw [← exp_add, add_neg_cancel, exp_zero]
  unfold popDiff population partitionFn
  rw [hm, h0, hp, ← sub_div, div_eq_div_iff (by positivity) (by positivity)]
  -- numerator and denominator differ from the claimed ones by the factor exp (b w)
  linear_combination (-(2 + exp (2 * b * (w - D)))) * h
```

## Nonzero b and w

The ratio $\Delta_1/\Delta_2$ requires only `b ≠ 0` and `w ≠ 0`, which make the common numerator nonzero so that it cancels. At infinite temperature ($b=0$), or for $w=0$, both differences vanish.

```lean
/-- Exact ratio of the two population differences, each at its own resonance field, for nonzero
inverse temperature and nonzero quantum. -/
theorem popDiff_ratio {b w : ℝ} (D : ℝ) (hb : b ≠ 0) (hw : w ≠ 0) :
    popDiff b (w + D) D (-1) 0 / popDiff b (w - D) D 0 1 =
      (exp (b * w) + 1 + exp (2 * b * (w - D))) /
        (exp (b * w) + 1 + exp (-(b * (w + 2 * D)))) := by
  have hN : exp (b * w) - 1 ≠ 0 := by
    rw [sub_ne_zero]
    intro h
    exact mul_ne_zero hb hw ((exp_eq_one_iff _).mp h)
  rw [popDiff_minus_zero, popDiff_zero_plus]
  have h₁ : exp (b * w) + 1 + exp (-(b * (w + 2 * D))) ≠ 0 := by positivity
  have h₂ : exp (b * w) + 1 + exp (2 * b * (w - D)) ≠ 0 := by positivity
  generalize exp (b * w) + 1 + exp (-(b * (w + 2 * D))) = S₁ at *
  generalize exp (b * w) + 1 + exp (2 * b * (w - D)) = S₂ at *
  generalize exp (b * w) - 1 = N at *
  field_simp
```

## Positive temperature and a positive quantum

With $b,w>0$ the common numerator is positive. The spectator exponents satisfy

$$2b(w-D)-\bigl(-b(w+2D)\bigr)=3bw>0,$$

so $\Delta_1$ has the smaller denominator and $0<\Delta_2<\Delta_1$. In the proof, `hN` is the sign of the numerator and `hS` the comparison of spectator weights. If either $b$ or $w$ is zero, the strict inequalities fail.

```lean
/-- At positive temperature and for a positive quantum, the -1 to 0 line has a strictly larger
population difference than the 0 to 1 line, each at its own resonance field, and both
differences are positive. -/
theorem minus_zero_line_stronger {b w B₁ B₂ D : ℝ} (hb : 0 < b) (hw : 0 < w)
    (h₁ : level B₁ D 0 - level B₁ D (-1) = w)
    (h₂ : level B₂ D 1 - level B₂ D 0 = w) :
    0 < popDiff b B₂ D 0 1 ∧ popDiff b B₂ D 0 1 < popDiff b B₁ D (-1) 0 := by
  rw [(resonance_minus_zero _ _ _).mp h₁, (resonance_zero_plus _ _ _).mp h₂,
    popDiff_minus_zero, popDiff_zero_plus]
  have hbw : 0 < b * w := mul_pos hb hw
  have hN : 0 < exp (b * w) - 1 := sub_pos.mpr (one_lt_exp_iff.mpr hbw)
  -- the spectator level weighs less for the -1 to 0 line, whatever D is
  have hS : exp (-(b * (w + 2 * D))) < exp (2 * b * (w - D)) :=
    exp_lt_exp.mpr (by nlinarith)
  exact ⟨div_pos hN (by positivity),
    div_lt_div_of_pos_left hN (by positivity) (by linarith)⟩
```

Since $B_1-B_2=2D$, the stronger line is at higher field exactly when $D>0$. The theorem writes this as positivity of $(\Delta_1-\Delta_2)(B_1-B_2)$; its proof removes the positive first factor. At $D=0$ the fields coincide and both sides of the equivalence are false.

```lean
/-- At positive temperature and for a positive quantum, the line with the larger population
difference lies at the higher field exactly when `D` is positive. -/
theorem stronger_line_at_higher_field_iff {b w B₁ B₂ D : ℝ} (hb : 0 < b) (hw : 0 < w)
    (h₁ : level B₁ D 0 - level B₁ D (-1) = w)
    (h₂ : level B₂ D 1 - level B₂ D 0 = w) :
    0 < (popDiff b B₁ D (-1) 0 - popDiff b B₂ D 0 1) * (B₁ - B₂) ↔ 0 < D := by
  have hI := sub_pos.mpr (minus_zero_line_stronger hb hw h₁ h₂).2
  have hB : B₁ - B₂ = 2 * D := by
    rw [(resonance_minus_zero _ _ _).mp h₁, (resonance_zero_plus _ _ _).mp h₂]
    ring
  rw [hB]
  constructor
  · intro h
    have h' := (mul_pos_iff_of_pos_left hI).mp h
    linarith
  · intro h
    exact mul_pos hI (by linarith)
```

For a linearly polarised oscillating field perpendicular to the axis, both transitions have matrix elements of equal size, so for narrow lines without saturation the integrated intensities are in the ratio of the population differences. For this aligned equilibrium model at positive temperature, the asymmetry of the spectrum then gives the sign of $D$. A simulation that takes both population differences at the common field $B=w$ can get the order wrong: for $D=w/2$ and $e^{bw}=2$ it makes $p_0-p_1$ the larger.

With each line at its own resonance, take again $e^{bw}=2$. If $D=w/2$, the spectator terms are $1/4$ and $2$, so $\Delta_1=4/13$ at $B_1=3w/2$ and $\Delta_2=1/5$ at $B_2=w/2$. If $D=-w/2$, they are $1$ and $8$, so $\Delta_1=1/4$ at $w/2$ and $\Delta_2=1/11$ at $3w/2$. The stronger line has moved to lower field.

## Negative spin temperature

For $b<0$ and $w>0$ the populations of each resonant pair are inverted. Relaxation to a lattice at positive temperature cannot maintain this, so the theorem assumes that the same $b<0$ has been prepared at each of the two resonance fields. The numerator is negative and the order of the spectator weights reverses, giving $\Delta_2<\Delta_1<0$: the $-1$ to $0$ line now has the smaller magnitude. The proof clears the positive denominators and uses that a product of two negative numbers is positive.

```lean
/-- At negative spin temperature and for a positive quantum, both population differences are
negative, and that of the -1 to 0 line is the smaller in magnitude. -/
theorem inverted_populations {b w B₁ B₂ D : ℝ} (hb : b < 0) (hw : 0 < w)
    (h₁ : level B₁ D 0 - level B₁ D (-1) = w)
    (h₂ : level B₂ D 1 - level B₂ D 0 = w) :
    popDiff b B₂ D 0 1 < popDiff b B₁ D (-1) 0 ∧ popDiff b B₁ D (-1) 0 < 0 := by
  rw [(resonance_minus_zero _ _ _).mp h₁, (resonance_zero_plus _ _ _).mp h₂,
    popDiff_minus_zero, popDiff_zero_plus]
  have hbw : b * w < 0 := mul_neg_of_neg_of_pos hb hw
  have hN : exp (b * w) - 1 < 0 := sub_neg.mpr (Real.exp_lt_one_iff.mpr hbw)
  -- the order of the spectator weights is reversed
  have hS : exp (2 * b * (w - D)) < exp (-(b * (w + 2 * D))) :=
    exp_lt_exp.mpr (by nlinarith)
  refine ⟨?_, div_neg_of_neg_of_pos hN (by positivity)⟩
  rw [div_lt_div_iff₀ (by positivity) (by positivity)]
  nlinarith [mul_pos_of_neg_of_neg hN (sub_neg.mpr hS)]

end

end SpinOneLineAsymmetry
```

```lean
#print axioms SpinOneLineAsymmetry.fields_positive_iff
-- 'SpinOneLineAsymmetry.fields_positive_iff' depends on axioms: [propext, Classical.choice, Quot.sound]
#print axioms SpinOneLineAsymmetry.popDiff_ratio
-- 'SpinOneLineAsymmetry.popDiff_ratio' depends on axioms: [propext, Classical.choice, Quot.sound]
#print axioms SpinOneLineAsymmetry.stronger_line_at_higher_field_iff
-- 'SpinOneLineAsymmetry.stronger_line_at_higher_field_iff' depends on axioms: [propext, Classical.choice, Quot.sound]
#print axioms SpinOneLineAsymmetry.inverted_populations
-- 'SpinOneLineAsymmetry.inverted_populations' depends on axioms: [propext, Classical.choice, Quot.sound]
```
